# The von Weizsäcker lower bound on the kinetic energy density of complex orbitals

The kinetic energy density of a set of orbitals is not unique, so a pointwise bound on it depends on which form is chosen. I take the positive one, $\tau=\tfrac12\sum_i n_i|\nabla\varphi_i|^2$ in atomic units, for finitely many complex orbitals $\varphi_i$ with occupations $n_i\ge 0$. With $\rho=\sum_i n_i|\varphi_i|^2$, the von Weizsäcker bound says that

$$\frac{|\nabla\rho|^2}{8\rho}\le\tau$$

at every point where the orbitals are differentiable and $\rho>0$, and that a single real orbital gives equality. I mostly see this derived for real orbitals. How does the argument go for complex ones, and can it be stated and proved rigorously, with a machine-checked proof?

## The density gradient and the current are two parts of one complex sum

Yes. Complex orbitals bring in one new quantity, the paramagnetic current density. Write $\partial_a$ for the derivative along coordinate axis $a$, and $\mathrm i$ for the imaginary unit, to keep it apart from the orbital index $i$. At the point $x$ define

$$S_a=\sum_i n_i\,\varphi_i^*\,\partial_a\varphi_i,\qquad j_a=\operatorname{Im}S_a .$$

The product rule gives $\partial_a|\varphi_i|^2=2\operatorname{Re}(\varphi_i^*\partial_a\varphi_i)$. Hence $\partial_a\rho=2\operatorname{Re}S_a$, and

$$S_a=\tfrac12\partial_a\rho+\mathrm i\,j_a .$$

The triangle inequality, with $n_i\ge0$, followed by the real Cauchy–Schwarz inequality for the numbers $\sqrt{n_i}\,|\varphi_i|$ and $\sqrt{n_i}\,|\partial_a\varphi_i|$, gives

$$|S_a|^2\le\Big(\sum_i n_i|\varphi_i|\,|\partial_a\varphi_i|\Big)^2\le\rho\sum_i n_i|\partial_a\varphi_i|^2 .$$

The left side is $\tfrac14(\partial_a\rho)^2+j_a^2$. Multiply by 4 and sum over $a$. Since $\sum_a\sum_i n_i|\partial_a\varphi_i|^2=2\tau$, the result is

$$|\nabla\rho|^2+4|j|^2\le 8\rho\tau .$$

This form needs no positivity of $\rho$. Where $\rho>0$, discarding the non-negative current term and dividing by $8\rho$ gives the von Weizsäcker bound. There $\sqrt\rho$ is also differentiable, with $\partial_a\sqrt\rho=\partial_a\rho/(2\sqrt\rho)$, so

$$\tfrac12|\nabla\sqrt\rho|^2=\frac{|\nabla\rho|^2}{8\rho}.$$

For one orbital $\varphi$ with occupation $\nu$, the sum $S_a$ has a single term, and $|S_a|^2=\nu^2|\varphi|^2|\partial_a\varphi|^2$ exactly. Both inequalities become equalities, so

$$|\nabla\rho|^2+4|j|^2=8\rho\tau .$$

At a point with $\rho>0$, the von Weizsäcker bound is therefore attained exactly when $j=0$. If $\varphi=cf$ with $f$ real and $c$ a complex constant, then $\varphi^*\partial_a\varphi=|c|^2f\,\partial_af$ is real, so the current vanishes and equality holds.

A plane wave $e^{\mathrm i k\cdot x}$ with $k\ne0$ and unit occupation, which is not normalisable over all space but can serve in a pointwise statement, shows the opposite case: $\nabla\rho=0$, $j=k$ and $\tau=|k|^2/2$. All of its kinetic energy density belongs to the current.

Here is the complete Lean file.

```lean
import Mathlib

open scoped ComplexConjugate

namespace ComplexWeizsackerBound

noncomputable section

/-- Euclidean space of dimension `d`. -/
abbrev Space (d : ℕ) := EuclideanSpace ℝ (Fin d)

variable {d : ℕ} {ι : Type*} [Fintype ι]

/-- The partial derivative of a real or complex field along the coordinate axis `a`. -/
def pd {F : Type*} [NormedAddCommGroup F] [NormedSpace ℝ F]
    (a : Fin d) (f : Space d → F) (x : Space d) : F :=
  fderiv ℝ f x (EuclideanSpace.single a 1)

/-- The squared length of the gradient: the sum of the squared moduli of the partial
derivatives. -/
def gradSq {F : Type*} [NormedAddCommGroup F] [NormedSpace ℝ F]
    (f : Space d → F) (x : Space d) : ℝ :=
  ∑ a, ‖pd a f x‖ ^ 2

/-- The density of orbitals `φ i` with occupations `n i`. -/
def density (n : ι → ℝ) (φ : ι → Space d → ℂ) (x : Space d) : ℝ :=
  ∑ i, n i * ‖φ i x‖ ^ 2

/-- The component along `a` of the paramagnetic current density, in atomic units. -/
def current (n : ι → ℝ) (φ : ι → Space d → ℂ) (a : Fin d) (x : Space d) : ℝ :=
  ∑ i, n i * (conj (φ i x) * pd a (φ i) x).im

/-- The positive-definite kinetic energy density, in atomic units. -/
def kineticDensity (n : ι → ℝ) (φ : ι → Space d → ℂ) (x : Space d) : ℝ :=
  1 / 2 * ∑ i, n i * gradSq (φ i) x

/-- Each partial derivative of the density is twice the occupation-weighted sum of the real
parts of `φ* ∂φ`. -/
theorem pd_density (n : ι → ℝ) (φ : ι → Space d → ℂ) (x : Space d)
    (hφ : ∀ i, DifferentiableAt ℝ (φ i) x) (a : Fin d) :
    pd a (density n φ) x = 2 * ∑ i, n i * (conj (φ i x) * pd a (φ i) x).re := by
  have h : HasFDerivAt (density n φ)
      (∑ i, n i • (2 • (innerSL ℝ (φ i x)).comp (fderiv ℝ (φ i) x))) x :=
    HasFDerivAt.fun_sum fun i _ => ((hφ i).hasFDerivAt.norm_sq).const_mul (n i)
  unfold pd
  rw [h.fderiv, sum_apply, Finset.mul_sum]
  refine Finset.sum_congr rfl fun i _ => ?_
  simp [Complex.inner]
  ring

/-- Cauchy-Schwarz inequality for complex amplitudes with non-negative weights, with the real
and imaginary parts of the overlap written separately. -/
theorem weighted_cauchy_schwarz (n : ι → ℝ) (hn : ∀ i, 0 ≤ n i) (u v : ι → ℂ) :
    (∑ i, n i * (conj (u i) * v i).re) ^ 2 + (∑ i, n i * (conj (u i) * v i).im) ^ 2
      ≤ (∑ i, n i * ‖u i‖ ^ 2) * ∑ i, n i * ‖v i‖ ^ 2 := by
  have hre : ∑ i, n i * (conj (u i) * v i).re
      = (∑ i, (n i : ℂ) * (conj (u i) * v i)).re := by
    rw [Complex.re_sum]
    exact Finset.sum_congr rfl fun i _ => (Complex.re_ofReal_mul _ _).symm
  have him : ∑ i, n i * (conj (u i) * v i).im
      = (∑ i, (n i : ℂ) * (conj (u i) * v i)).im := by
    rw [Complex.im_sum]
    exact Finset.sum_congr rfl fun i _ => (Complex.im_ofReal_mul _ _).symm
  -- the triangle inequality reduces the claim to real numbers
  have hnorm : ‖∑ i, (n i : ℂ) * (conj (u i) * v i)‖ ≤ ∑ i, n i * (‖u i‖ * ‖v i‖) := by
    refine (norm_sum_le _ _).trans (le_of_eq (Finset.sum_congr rfl fun i _ => ?_))
    rw [norm_mul, norm_mul, Complex.norm_real, Real.norm_of_nonneg (hn i), RCLike.norm_conj]
  have hcs : (∑ i, n i * (‖u i‖ * ‖v i‖)) ^ 2
      ≤ (∑ i, n i * ‖u i‖ ^ 2) * ∑ i, n i * ‖v i‖ ^ 2 :=
    Finset.sum_sq_le_sum_mul_sum_of_sq_le_mul _
      (fun i _ => mul_nonneg (hn i) (sq_nonneg _))
      (fun i _ => mul_nonneg (hn i) (sq_nonneg _)) (fun i _ => le_of_eq (by ring))
  have hsq := (pow_le_pow_left₀ (norm_nonneg _) hnorm 2).trans hcs
  rw [Complex.sq_norm, Complex.normSq_apply] at hsq
  rw [hre, him]
  linarith

/-- The squared density gradient plus four times the squared current density is at most
eight times the density times the kinetic energy density. -/
theorem gradient_current_bound (n : ι → ℝ) (hn : ∀ i, 0 ≤ n i) (φ : ι → Space d → ℂ)
    (x : Space d) (hφ : ∀ i, DifferentiableAt ℝ (φ i) x) :
    gradSq (density n φ) x + 4 * ∑ a, current n φ a x ^ 2
      ≤ 8 * density n φ x * kineticDensity n φ x := by
  have hswap : ∑ i, n i * gradSq (φ i) x = ∑ a, ∑ i, n i * ‖pd a (φ i) x‖ ^ 2 := by
    simp only [gradSq, Finset.mul_sum]
    exact Finset.sum_comm
  have hsum : ∑ a, 4 * (density n φ x * ∑ i, n i * ‖pd a (φ i) x‖ ^ 2)
      = 4 * (density n φ x * ∑ a, ∑ i, n i * ‖pd a (φ i) x‖ ^ 2) := by
    rw [Finset.mul_sum, Finset.mul_sum]
  have hτ : 8 * density n φ x * kineticDensity n φ x
      = ∑ a, 4 * (density n φ x * ∑ i, n i * ‖pd a (φ i) x‖ ^ 2) := by
    rw [hsum, kineticDensity, hswap]
    ring
  rw [hτ, gradSq, Finset.mul_sum, ← Finset.sum_add_distrib]
  -- Cauchy-Schwarz in each direction of space
  refine Finset.sum_le_sum fun a _ => ?_
  have h := weighted_cauchy_schwarz n hn (fun i => φ i x) (fun i => pd a (φ i) x)
  rw [pd_density n φ x hφ a, Real.norm_eq_abs, sq_abs]
  unfold current density
  linarith

/-- Von Weizsäcker bound: where the density is positive, its square root is differentiable,
half the squared gradient of that root equals `|∇ρ|² / (8ρ)`, and this is at most the kinetic
energy density. -/
theorem weizsacker_bound (n : ι → ℝ) (hn : ∀ i, 0 ≤ n i) (φ : ι → Space d → ℂ)
    (x : Space d) (hφ : ∀ i, DifferentiableAt ℝ (φ i) x) (hρ : 0 < density n φ x) :
    DifferentiableAt ℝ (fun y => √(density n φ y)) x ∧
    gradSq (fun y => √(density n φ y)) x / 2
      = gradSq (density n φ) x / (8 * density n φ x) ∧
    gradSq (density n φ) x / (8 * density n φ x) ≤ kineticDensity n φ x := by
  have hd : DifferentiableAt ℝ (density n φ) x :=
    DifferentiableAt.fun_sum fun i _ =>
      ((hφ i).hasFDerivAt.norm_sq.differentiableAt).const_mul (n i)
  have hs := hd.hasFDerivAt.sqrt hρ.ne'
  refine ⟨hs.differentiableAt, ?_, ?_⟩
  · -- chain rule for the square root
    have hp : ∀ a, ‖pd a (fun y => √(density n φ y)) x‖ ^ 2
        = ‖pd a (density n φ) x‖ ^ 2 / (4 * density n φ x) := by
      intro a
      have h1 : pd a (fun y => √(density n φ y)) x
          = 1 / (2 * √(density n φ x)) * pd a (density n φ) x := by
        unfold pd
        rw [hs.fderiv]
        rfl
      rw [h1, norm_mul, mul_pow, Real.norm_eq_abs (1 / _), sq_abs, div_pow, mul_pow,
        Real.sq_sqrt hρ.le]
      ring
    simp only [gradSq, hp]
    rw [← Finset.sum_div]
    ring
  · have h := gradient_current_bound n hn φ x hφ
    have hj : 0 ≤ ∑ a, current n φ a x ^ 2 := Finset.sum_nonneg fun a _ => sq_nonneg _
    rw [div_le_iff₀ (mul_pos (by norm_num) hρ)]
    linarith

/-- For a single complex orbital the bound with the current density is an identity. -/
theorem single_orbital_identity (ν : ℝ) (φ : Space d → ℂ) (x : Space d)
    (hφ : DifferentiableAt ℝ φ x) :
    gradSq (density (fun _ : Unit => ν) (fun _ => φ)) x
        + 4 * ∑ a, current (fun _ : Unit => ν) (fun _ => φ) a x ^ 2
      = 8 * density (fun _ : Unit => ν) (fun _ => φ) x
        * kineticDensity (fun _ : Unit => ν) (fun _ => φ) x := by
  have key : ∀ a, ‖pd a (density (fun _ : Unit => ν) (fun _ => φ)) x‖ ^ 2
      + 4 * current (fun _ : Unit => ν) (fun _ => φ) a x ^ 2
      = 4 * ν ^ 2 * ‖φ x‖ ^ 2 * ‖pd a φ x‖ ^ 2 := by
    intro a
    rw [pd_density _ _ x (fun _ => hφ) a, Real.norm_eq_abs, sq_abs]
    simp only [current, Finset.univ_unique, Finset.sum_singleton, Complex.sq_norm,
      Complex.normSq_apply, Complex.mul_re, Complex.mul_im, Complex.conj_re, Complex.conj_im]
    ring
  rw [gradSq, Finset.mul_sum, ← Finset.sum_add_distrib,
    Finset.sum_congr rfl fun a _ => key a, ← Finset.mul_sum]
  simp only [density, kineticDensity, gradSq, Finset.univ_unique, Finset.sum_singleton]
  ring

/-- A single complex orbital attains the von Weizsäcker bound at a point of positive density
exactly when its current density vanishes there. -/
theorem single_orbital_equality_iff (ν : ℝ) (φ : Space d → ℂ) (x : Space d)
    (hφ : DifferentiableAt ℝ φ x) (hρ : 0 < density (fun _ : Unit => ν) (fun _ => φ) x) :
    gradSq (density (fun _ : Unit => ν) (fun _ => φ)) x
        / (8 * density (fun _ : Unit => ν) (fun _ => φ) x)
      = kineticDensity (fun _ : Unit => ν) (fun _ => φ) x
    ↔ ∀ a, current (fun _ : Unit => ν) (fun _ => φ) a x = 0 := by
  have h := single_orbital_identity ν φ x hφ
  rw [div_eq_iff (mul_pos (by norm_num) hρ).ne']
  constructor
  · intro he a
    have h0 : ∑ a, current (fun _ : Unit => ν) (fun _ => φ) a x ^ 2 = 0 := by linarith
    have h1 := (Finset.sum_eq_zero_iff_of_nonneg fun a _ => sq_nonneg _).mp h0 a
      (Finset.mem_univ a)
    exact pow_eq_zero_iff (two_ne_zero) |>.mp h1
  · intro hj
    have h0 : ∑ a, current (fun _ : Unit => ν) (fun _ => φ) a x ^ 2 = 0 :=
      Finset.sum_eq_zero fun a _ => by rw [hj a]; norm_num
    linarith

/-- A single real orbital, multiplied by any constant complex factor, attains the
von Weizsäcker bound wherever its density is positive. -/
theorem real_orbital_equality (ν : ℝ) (c : ℂ) (f : Space d → ℝ) (x : Space d)
    (hf : DifferentiableAt ℝ f x)
    (hρ : 0 < density (fun _ : Unit => ν) (fun _ y => c * (f y : ℂ)) x) :
    gradSq (density (fun _ : Unit => ν) (fun _ y => c * (f y : ℂ))) x
        / (8 * density (fun _ : Unit => ν) (fun _ y => c * (f y : ℂ)) x)
      = kineticDensity (fun _ : Unit => ν) (fun _ y => c * (f y : ℂ)) x := by
  have h : HasFDerivAt (fun y => c * (f y : ℂ))
      (c • Complex.ofRealCLM.comp (fderiv ℝ f x)) x :=
    (Complex.ofRealCLM.hasFDerivAt.comp x hf.hasFDerivAt).const_mul c
  refine (single_orbital_equality_iff ν _ x h.differentiableAt hρ).mpr fun a => ?_
  have hp : pd a (fun y => c * (f y : ℂ)) x = c * ((pd a f x : ℝ) : ℂ) := by
    unfold pd
    rw [h.fderiv]
    simp
  -- the constant factor enters only through its modulus
  simp only [current, Finset.univ_unique, Finset.sum_singleton, hp, Complex.mul_re,
    Complex.mul_im, Complex.conj_re, Complex.conj_im, Complex.ofReal_re, Complex.ofReal_im]
  ring

end

end ComplexWeizsackerBound
```

```lean
#print axioms ComplexWeizsackerBound.weizsacker_bound
-- 'ComplexWeizsackerBound.weizsacker_bound' depends on axioms: [propext, Classical.choice, Quot.sound]
#print axioms ComplexWeizsackerBound.real_orbital_equality
-- 'ComplexWeizsackerBound.real_orbital_equality' depends on axioms: [propext, Classical.choice, Quot.sound]
```

## Orbitals, occupations and gradients as Lean objects

`Space d` is Euclidean space of arbitrary finite dimension `d`. The orbitals are a family `φ : ι → Space d → ℂ` over a finite index type `ι`, and the occupations are `n : ι → ℝ`. The hypothesis `hn` makes the occupations non-negative; no upper limit is imposed. Some smearing schemes, such as that of Methfessel and Paxton, can produce negative occupations, and the bound is then not guaranteed. The hypothesis `hφ` asks for differentiability at the one point `x` only. Orthogonality and normalisation of the orbitals are not assumed.

The partial derivative `pd a f x` is the Fréchet derivative applied to the unit vector along axis `a`, and `gradSq` sums the squared moduli of these derivatives. For complex functions this differs in general from the squared operator norm of the derivative: for $f(x,y)=x+\mathrm i y$ the sum is 2, while the squared operator norm is 1. The sum is the quantity that enters the kinetic energy.

The definitions `density`, `current` and `kineticDensity` are $\rho$, $j_a$ and $\tau$. The main statements then read as follows.

- `gradient_current_bound` is the product inequality with the current, valid also where $\rho=0$.
- `weizsacker_bound` assumes $\rho(x)>0$ and gives three facts: $\sqrt\rho$ is differentiable at $x$, half its squared gradient equals $|\nabla\rho|^2/(8\rho)$, and this is at most $\tau$.
- `single_orbital_identity` and `single_orbital_equality_iff` treat one orbital, indexed by the one-element type `Unit`. The occupation `ν` carries no sign condition of its own, but in the second theorem positive density forces it to be positive.
- `real_orbital_equality` is the equality for a real orbital times a constant complex factor.

All of these are statements at a point. They do not cover integrated kinetic energies, infinitely many orbitals or the current contribution of a magnetic vector potential.

In density-functional practice, the ratio of $|\nabla\rho|^2/(8\rho)$ to $\tau$ serves to recognise one-orbital regions. For finitely many orbitals the bound keeps this ratio at most 1 where $\rho$ and $\tau$ are positive, and the equality criterion shows that for a single orbital it is below 1 at exactly those points where the current does not vanish.

## How the Lean proof follows the derivation

`pd_density` is the product rule. Mathlib's derivative of a squared norm is twice a real inner product, and `Complex.inner` rewrites that inner product as the real part of $\varphi_i^*\partial_a\varphi_i$.

`weighted_cauchy_schwarz` bounds $|S_a|^2$ for general amplitudes `u` and `v`. The steps `hre` and `him` identify the two real sums with the real and imaginary parts of one complex sum. Then `hnorm` is the triangle inequality and `hcs` the real Cauchy–Schwarz inequality, in a version that takes the weights directly and so avoids the square roots $\sqrt{n_i}$.

`gradient_current_bound` applies this lemma along each axis. The step `hswap` exchanges the sums over orbitals and directions, `hτ` writes $8\rho\tau$ as a sum over directions, and `Finset.sum_le_sum` reduces the claim to a single direction.

In `weizsacker_bound`, `hs` is the chain rule for the square root, which uses $\rho(x)\neq0$, and `hp` squares the resulting partial derivatives. For the inequality, `hj` records that the current term is non-negative, and `div_le_iff₀` clears the positive denominator $8\rho$.

For a single orbital, `key` expands everything into real and imaginary parts, and `ring` confirms the identity along each axis. The equality criterion follows because a sum of squares vanishes only if every term does. In `real_orbital_equality`, `hp` computes $\partial_a(cf)=c\,\partial_af$. The current is then zero by algebra, and the criterion gives the equality.

## Keeping the current, and the Laplacian form of the kinetic energy density

Dividing the product inequality by $8\rho$ without discarding the current gives a sharper bound where $\rho>0$:

$$\tau\ge\frac{|\nabla\rho|^2}{8\rho}+\frac{|j|^2}{2\rho}.$$

The last term is the kinetic energy density of a flow with velocity $j/\rho$.

The kinetic energy density could also have been modelled as $\tau_L=-\tfrac12\sum_i n_i\operatorname{Re}(\varphi_i^*\nabla^2\varphi_i)$. This requires second derivatives, and it equals $\tau-\tfrac14\nabla^2\rho$. The pointwise bound then fails in general: for the one-dimensional Gaussian $e^{-x^2/2}$ with unit occupation, $\tau_L=\tfrac12(1-x^2)e^{-x^2}$ is negative for $|x|>1$, whereas $|\nabla\rho|^2/(8\rho)$ is never negative.
